# A stationary two-state telegraph signal has an exponential autocovariance and a Lorentzian cosine transform

A charge trap near a small conductor captures and releases one electron at random, and the current jumps between two levels. How long does the signal remember its level, and how is the noise spread over frequency? Take the levels as +1 and -1, left at constant rates a > 0 and b > 0. Constant rates mean that the probability of a jump in the next short interval does not depend on how long the present level has lasted. The stationary autocovariance C(t) at lag t ≥ 0, and its cosine transform S(w) at angular frequency w, are then

C(t) = 4ab/(a+b)² · exp(-(a+b)t)

S(w) = ∫₀^∞ C(t) cos(wt) dt = 4ab/((a+b)((a+b)² + w²)).

For a qubit whose frequency is shifted by one classical fluctuator of this kind, S(w) gives the shape of the frequency-noise spectrum.

## Rates, signal and propagator

```lean
import Mathlib

open MeasureTheory Set Filter Topology Matrix

namespace TelegraphProcess

noncomputable section
```

This loads Mathlib, Lean's library of mathematics, and allows short names for integrals, limits and matrices.

```lean
/-- Generator of the telegraph process: state 0 is left at rate `a`, state 1 at rate `b`. -/
def rateMatrix (a b : ℝ) : Matrix (Fin 2) (Fin 2) ℝ := !![-a, a; b, -b]
```

The type `Fin 2` has two elements, 0 and 1, which label the states. The generator L has rows (-a, a) and (b, -b); the row is the state being left.

```lean
/-- The observed signal: `+1` in state 0 and `-1` in state 1. -/
def signal : Fin 2 → ℝ := ![1, -1]
```

The signal values are x₀ = +1 and x₁ = -1.

```lean
/-- The distribution with weights `b/(a+b)` on state 0 and `a/(a+b)` on state 1. -/
def stationary (a b : ℝ) : Fin 2 → ℝ := ![b / (a + b), a / (a + b)]
```

The weights are π₀ = b/(a+b) and π₁ = a/(a+b). That they deserve the name "stationary" is proved below.

```lean
/-- `P t i j` is the probability to be in state `j` at time `t` after a start in state `i`:
`P` is the identity at time zero and each row obeys the master equation. -/
structure IsPropagator (a b : ℝ) (P : ℝ → Matrix (Fin 2) (Fin 2) ℝ) : Prop where
  init : P 0 = 1
  master : ∀ t i j, HasDerivAt (fun s => P s i j) ((P t i ᵥ* rateMatrix a b) j) t
```

`P t i j` is Pᵢⱼ(t), the probability of being in state j at time t after a start in i. The two conditions are

P(0) = 1,  dPᵢⱼ/dt = (P(t)L)ᵢⱼ.

The symbol `ᵥ*` multiplies a row vector by a matrix, and `HasDerivAt` says that a function has the given derivative at a point. The equation is imposed at all real t, although only t ≥ 0 has a physical reading here.

```lean
/-- Closed form of the transition probabilities. -/
def transitionMatrix (a b t : ℝ) : Matrix (Fin 2) (Fin 2) ℝ :=
  !![(a * Real.exp (-(a + b) * t) + b) / (a + b), a * (1 - Real.exp (-(a + b) * t)) / (a + b);
     b * (1 - Real.exp (-(a + b) * t)) / (a + b), (a + b * Real.exp (-(a + b) * t)) / (a + b)]
```

With E = exp(-(a+b)t), the candidate solution is

P₀₀ = (aE + b)/(a+b),  P₀₁ = a(1 - E)/(a+b)

P₁₀ = b(1 - E)/(a+b),  P₁₁ = (a + bE)/(a+b).

```lean
/-- Covariance of the signal at time 0 and at time `t`, for initial distribution `p` and
propagator `P`. -/
def autocovariance (p : Fin 2 → ℝ) (P : ℝ → Matrix (Fin 2) (Fin 2) ℝ) (t : ℝ) : ℝ :=
  (∑ i, ∑ j, p i * P t i j * (signal i * signal j)) -
    (∑ i, p i * signal i) * (∑ i, ∑ j, p i * P t i j * signal j)
```

For an initial distribution p, this is ⟨X₀Xₜ⟩ - ⟨X₀⟩⟨Xₜ⟩, where Xₜ is the signal at time t and ⟨·⟩ an average. The joint probability of i at time 0 and j at time t is taken to be pᵢPᵢⱼ(t), the Markov rule. No random trajectories are constructed.

## Balance between the two states

```lean
/-- The right-hand side of the master equation is gain minus loss in each state. -/
theorem gain_loss (a b : ℝ) (p : Fin 2 → ℝ) :
    p ᵥ* rateMatrix a b = ![b * p 1 - a * p 0, a * p 0 - b * p 1] := by
  ext i
  fin_cases i <;> simp [rateMatrix, Matrix.vecMul, dotProduct, Fin.sum_univ_two] <;> ring
```

Multiplying out pL gives gain minus loss:

dp₀/dt = bp₁ - ap₀,  dp₁/dt = ap₀ - bp₁.

`fin_cases` treats the two components separately, and `ring` finishes the algebra.

```lean
/-- `stationary a b` is the only normalised distribution left unchanged by the
master equation. -/
theorem stationary_iff {a b : ℝ} (ha : 0 < a) (hb : 0 < b) (p : Fin 2 → ℝ) :
    (p ᵥ* rateMatrix a b = 0 ∧ p 0 + p 1 = 1) ↔ p = stationary a b := by
  have hab : a + b ≠ 0 := by positivity
  rw [gain_loss]
  constructor
  · rintro ⟨h, h1⟩
    have h0 : b * p 1 - a * p 0 = 0 := congrFun h 0
    ext i
    fin_cases i
    · show p 0 = b / (a + b)
      rw [eq_div_iff hab]
      linear_combination b * h1 - h0
    · show p 1 = a / (a + b)
      rw [eq_div_iff hab]
      linear_combination a * h1 + h0
  · rintro rfl
    constructor
    · ext i
      fin_cases i
      · show b * (a / (a + b)) - a * (b / (a + b)) = 0
        ring
      · show a * (b / (a + b)) - b * (a / (a + b)) = 0
        ring
    · show b / (a + b) + a / (a + b) = 1
      rw [← add_div, add_comm b a, div_self hab]
```

The hypotheses `ha` and `hb` say that both rates are positive. Stationarity requires ap₀ = bp₁. With p₀ + p₁ = 1 this gives (a+b)p₀ = b and (a+b)p₁ = a, hence p = π. The tactic `linear_combination` checks exactly these combinations of the two equations; the converse is substitution.

## Decay of the imbalance

```lean
/-- The function `r ↦ exp (c r)` has derivative `c exp (c s)` at the point `s`. -/
theorem exp_deriv (c s : ℝ) :
    HasDerivAt (fun r => Real.exp (c * r)) (c * Real.exp (c * s)) s :=
  (((hasDerivAt_id' s).const_mul c).exp).congr_deriv (by simp [mul_comm])
```

This is the derivative of exp(cs), needed several times below.

```lean
/-- The master equation has exactly one propagator, given by the closed form. -/
theorem isPropagator_iff {a b : ℝ} (ha : 0 < a) (hb : 0 < b)
    (P : ℝ → Matrix (Fin 2) (Fin 2) ℝ) :
    IsPropagator a b P ↔ ∀ t, P t = transitionMatrix a b t := by
  have hab : a + b ≠ 0 := by positivity
  constructor
  · intro h t
    -- total probability is conserved, the imbalance decays at rate a + b
    have hrow : ∀ i, P t i 0 + P t i 1 = P 0 i 0 + P 0 i 1 ∧
        a * P t i 0 - b * P t i 1 =
          (a * P 0 i 0 - b * P 0 i 1) * Real.exp (-(a + b) * t) := by
      intro i
      have d0 : ∀ s, HasDerivAt (fun r => P r i 0) (b * P s i 1 - a * P s i 0) s := by
        intro s
        have := h.master s i 0
        rw [gain_loss] at this
        exact this
      have d1 : ∀ s, HasDerivAt (fun r => P r i 1) (a * P s i 0 - b * P s i 1) s := by
        intro s
        have := h.master s i 1
        rw [gain_loss] at this
        exact this
      have du : ∀ s, HasDerivAt (fun r => P r i 0 + P r i 1) 0 s := fun s =>
        ((d0 s).fun_add (d1 s)).congr_deriv (by ring)
      have dv : ∀ s, HasDerivAt
          (fun r => (a * P r i 0 - b * P r i 1) * Real.exp ((a + b) * r)) 0 s := fun s =>
        ((((d0 s).const_mul a).fun_sub ((d1 s).const_mul b)).fun_mul
          (exp_deriv (a + b) s)).congr_deriv (by ring)
      have hu := is_const_of_deriv_eq_zero (fun s => (du s).differentiableAt)
        (fun s => (du s).deriv) t 0
      have hv := is_const_of_deriv_eq_zero (fun s => (dv s).differentiableAt)
        (fun s => (dv s).deriv) t 0
      simp only [mul_zero, Real.exp_zero, mul_one] at hv
      have hE : Real.exp (-(a + b) * t) * Real.exp ((a + b) * t) = 1 := by
        rw [← Real.exp_add, show -(a + b) * t + (a + b) * t = 0 by ring, Real.exp_zero]
      have hd : a * P t i 0 - b * P t i 1 =
          (a * P 0 i 0 - b * P 0 i 1) * Real.exp (-(a + b) * t) := by
        linear_combination Real.exp (-(a + b) * t) * hv - (a * P t i 0 - b * P t i 1) * hE
      exact ⟨hu, hd⟩
    obtain ⟨u0, v0⟩ := hrow 0
    obtain ⟨u1, v1⟩ := hrow 1
    have i00 : P 0 0 0 = 1 := by simp [h.init]
    have i01 : P 0 0 1 = 0 := by simp [h.init]
    have i10 : P 0 1 0 = 0 := by simp [h.init]
    have i11 : P 0 1 1 = 1 := by simp [h.init]
    rw [i00, i01] at u0 v0
    rw [i10, i11] at u1 v1
    ext i j
    fin_cases i <;> fin_cases j
    · show P t 0 0 = (a * Real.exp (-(a + b) * t) + b) / (a + b)
      rw [eq_div_iff hab]
      linear_combination b * u0 + v0
    · show P t 0 1 = a * (1 - Real.exp (-(a + b) * t)) / (a + b)
      rw [eq_div_iff hab]
      linear_combination a * u0 - v0
    · show P t 1 0 = b * (1 - Real.exp (-(a + b) * t)) / (a + b)
      rw [eq_div_iff hab]
      linear_combination b * u1 + v1
    · show P t 1 1 = (a + b * Real.exp (-(a + b) * t)) / (a + b)
      rw [eq_div_iff hab]
      linear_combination a * u1 - v1
  · intro h
    obtain rfl : P = transitionMatrix a b := funext h
    constructor
    · ext i j
      fin_cases i <;> fin_cases j <;> simp [transitionMatrix, hab]
    · intro t i j
      rw [gain_loss]
      have hE := exp_deriv (-(a + b)) t
      fin_cases i <;> fin_cases j
      · show HasDerivAt (fun s => (a * Real.exp (-(a + b) * s) + b) / (a + b))
          (b * (a * (1 - Real.exp (-(a + b) * t)) / (a + b)) -
            a * ((a * Real.exp (-(a + b) * t) + b) / (a + b))) t
        exact (((hE.const_mul a).add_const b).div_const (a + b)).congr_deriv (by ring)
      · show HasDerivAt (fun s => a * (1 - Real.exp (-(a + b) * s)) / (a + b))
          (a * ((a * Real.exp (-(a + b) * t) + b) / (a + b)) -
            b * (a * (1 - Real.exp (-(a + b) * t)) / (a + b))) t
        exact (((hE.const_sub 1).const_mul a).div_const (a + b)).congr_deriv (by ring)
      · show HasDerivAt (fun s => b * (1 - Real.exp (-(a + b) * s)) / (a + b))
          (b * ((a + b * Real.exp (-(a + b) * t)) / (a + b)) -
            a * (b * (1 - Real.exp (-(a + b) * t)) / (a + b))) t
        exact (((hE.const_sub 1).const_mul b).div_const (a + b)).congr_deriv (by ring)
      · show HasDerivAt (fun s => (a + b * Real.exp (-(a + b) * s)) / (a + b))
          (a * (b * (1 - Real.exp (-(a + b) * t)) / (a + b)) -
            b * ((a + b * Real.exp (-(a + b) * t)) / (a + b))) t
        exact (((hE.const_mul b).const_add a).div_const (a + b)).congr_deriv (by ring)
```

Fix the starting state i and set u = Pᵢ₀ + Pᵢ₁ and v = aPᵢ₀ - bPᵢ₁. The master equation gives

du/dt = 0

dv/dt = a(bPᵢ₁ - aPᵢ₀) - b(aPᵢ₀ - bPᵢ₁) = -(a+b)v.

So u = 1 and v(t) = v(0)E, with v(0) = a for i = 0 and v(0) = -b for i = 1. Solving for the probabilities,

(a+b)Pᵢ₀ = bu + v,  (a+b)Pᵢ₁ = au - v,

which are the four entries above. Lean obtains the decay by showing that v·exp((a+b)t) has zero derivative and is therefore constant. The other direction of `↔` differentiates the four entries, so a propagator exists and is unique.

## The covariance

```lean
/-- The stationary autocovariance of the telegraph signal is
`4ab/(a+b)² · exp(-(a+b)t)`. -/
theorem autocovariance_eq {a b : ℝ} (ha : 0 < a) (hb : 0 < b)
    {P : ℝ → Matrix (Fin 2) (Fin 2) ℝ} (hP : IsPropagator a b P) (t : ℝ) :
    autocovariance (stationary a b) P t =
      4 * a * b / (a + b) ^ 2 * Real.exp (-(a + b) * t) := by
  have hab : a + b ≠ 0 := by positivity
  simp only [autocovariance]
  rw [(isPropagator_iff ha hb P).1 hP t]
  simp only [transitionMatrix]
  generalize Real.exp (-(a + b) * t) = E
  simp only [Fin.sum_univ_two, stationary, signal, Matrix.of_apply, Matrix.cons_val',
    Matrix.cons_val_zero, Matrix.cons_val_one, Matrix.cons_val_fin_one]
  field_simp
  ring
```

The hypothesis `hP` says that P is a propagator. The stationary mean is (b-a)/(a+b) at both times. For the product,

⟨X₀Xₜ⟩ = π₀(P₀₀ - P₀₁) + π₁(P₁₁ - P₁₀)

= [b(2aE + b - a) + a(2bE + a - b)]/(a+b)²

= [4abE + (a-b)²]/(a+b)².

Subtracting the squared mean leaves 4abE/(a+b)². Lean inserts the closed form, replaces the exponential by a letter with `generalize`, and leaves the same algebra to `field_simp` and `ring`.

## From exponential to Lorentzian

```lean
/-- A cosine damped at rate `k > 0` is integrable over positive times, with integral
`k/(k² + w²)`. -/
theorem damped_cosine {k : ℝ} (hk : 0 < k) (w : ℝ) :
    IntegrableOn (fun t => Real.exp (-k * t) * Real.cos (w * t)) (Ioi 0) ∧
      ∫ t in Ioi (0 : ℝ), Real.exp (-k * t) * Real.cos (w * t) = k / (k ^ 2 + w ^ 2) := by
  have hD : 0 < k ^ 2 + w ^ 2 := by positivity
  have hint : IntegrableOn (fun t => Real.exp (-k * t) * Real.cos (w * t)) (Ioi 0) := by
    refine Integrable.mono' (exp_neg_integrableOn_Ioi 0 hk)
      (Continuous.aestronglyMeasurable (by fun_prop)) (ae_of_all _ fun t => ?_)
    rw [Real.norm_eq_abs, abs_mul, Real.abs_exp]
    exact mul_le_of_le_one_right (Real.exp_pos _).le (Real.abs_cos_le_one _)
  refine ⟨hint, ?_⟩
  -- an explicit antiderivative, which vanishes at late times
  let F : ℝ → ℝ := fun t =>
    Real.exp (-k * t) * (w * Real.sin (w * t) - k * Real.cos (w * t)) / (k ^ 2 + w ^ 2)
  have hF : ∀ t ∈ Ici (0 : ℝ),
      HasDerivAt F (Real.exp (-k * t) * Real.cos (w * t)) t := by
    intro t _
    have hl : HasDerivAt (fun r : ℝ => w * r) w t :=
      ((hasDerivAt_id' t).const_mul w).congr_deriv (mul_one w)
    refine (((exp_deriv (-k) t).fun_mul
      ((hl.sin.const_mul w).fun_sub (hl.cos.const_mul k))).div_const _).congr_deriv ?_
    rw [div_eq_iff hD.ne']
    ring
  have hexp : Tendsto (fun t : ℝ => Real.exp (-k * t)) atTop (𝓝 0) :=
    Real.tendsto_exp_atBot.comp (tendsto_id.const_mul_atTop_of_neg (neg_lt_zero.2 hk))
  have hlim : Tendsto F atTop (𝓝 0) := by
    have hb : Tendsto (fun t : ℝ => Real.exp (-k * t) * ((|w| + k) / (k ^ 2 + w ^ 2)))
        atTop (𝓝 0) := by
      simpa only [zero_mul] using hexp.mul_const ((|w| + k) / (k ^ 2 + w ^ 2))
    refine squeeze_zero_norm (fun t => ?_) hb
    have h1 : |w * Real.sin (w * t) - k * Real.cos (w * t)| ≤ |w| + k := by
      refine (abs_sub _ _).trans ?_
      rw [abs_mul, abs_mul, abs_of_pos hk]
      exact add_le_add (mul_le_of_le_one_right (abs_nonneg w) (Real.abs_sin_le_one _))
        (mul_le_of_le_one_right hk.le (Real.abs_cos_le_one _))
    show ‖Real.exp (-k * t) * (w * Real.sin (w * t) - k * Real.cos (w * t)) /
      (k ^ 2 + w ^ 2)‖ ≤ _
    rw [Real.norm_eq_abs, abs_div, abs_mul, Real.abs_exp, abs_of_pos hD, mul_div_assoc]
    gcongr
  rw [integral_Ioi_of_hasDerivAt_of_tendsto' hF hint hlim]
  simp only [F, mul_zero, Real.exp_zero, Real.sin_zero, Real.cos_zero]
  ring
```

`Ioi 0` is the range t > 0. For k > 0 the integrand is bounded by exp(-kt), hence integrable. This is stated separately because Lean assigns the value 0 to the integral of a function that is not integrable. An antiderivative is

F(t) = exp(-kt)(w sin(wt) - k cos(wt))/(k² + w²).

In its derivative the sine terms cancel and the cosine terms add to (k² + w²)cos(wt), which gives exp(-kt)cos(wt). Since |F(t)| ≤ exp(-kt)(|w| + k)/(k² + w²), F vanishes at late times, and the integral is -F(0) = k/(k² + w²).

```lean
/-- The cosine transform of the stationary autocovariance converges and is the Lorentzian
`4ab/((a+b)((a+b)² + w²))`. -/
theorem cosine_transform {a b : ℝ} (ha : 0 < a) (hb : 0 < b)
    {P : ℝ → Matrix (Fin 2) (Fin 2) ℝ} (hP : IsPropagator a b P) (w : ℝ) :
    IntegrableOn (fun t => autocovariance (stationary a b) P t * Real.cos (w * t)) (Ioi 0) ∧
      ∫ t in Ioi (0 : ℝ), autocovariance (stationary a b) P t * Real.cos (w * t) =
        4 * a * b / ((a + b) * ((a + b) ^ 2 + w ^ 2)) := by
  have hk : 0 < a + b := by positivity
  have hD : (a + b) ^ 2 + w ^ 2 ≠ 0 := by positivity
  obtain ⟨h1, h2⟩ := damped_cosine hk w
  simp only [autocovariance_eq ha hb hP, mul_assoc (4 * a * b / (a + b) ^ 2)]
  refine ⟨Integrable.const_mul h1 _, ?_⟩
  rw [integral_const_mul, h2]
  field_simp
```

Put k = a+b and multiply by the prefactor of C(t):

S(w) = 4ab/(a+b)² · (a+b)/((a+b)² + w²).

One factor a+b cancels. The convention is one-sided in time, with no factor 2 or 1/π in front.

```lean
/-- The time integral of the stationary autocovariance is `4ab/(a+b)³`. -/
theorem integral_autocovariance {a b : ℝ} (ha : 0 < a) (hb : 0 < b)
    {P : ℝ → Matrix (Fin 2) (Fin 2) ℝ} (hP : IsPropagator a b P) :
    ∫ t in Ioi (0 : ℝ), autocovariance (stationary a b) P t = 4 * a * b / (a + b) ^ 3 := by
  have h := (cosine_transform ha hb hP 0).2
  simp only [zero_mul, Real.cos_zero, mul_one] at h
  rw [h]
  congr 1
  ring
```

At w = 0 the cosine is 1, so S(0) = 4ab/(a+b)³. Green-Kubo formulas express transport coefficients through time integrals of this type; here the integral is evaluated for the two-state model, without deriving a link to a response coefficient.

```lean
/-- The cosine transform has half its zero-frequency value exactly at `|w| = a + b`. -/
theorem half_width {a b : ℝ} (ha : 0 < a) (hb : 0 < b)
    {P : ℝ → Matrix (Fin 2) (Fin 2) ℝ} (hP : IsPropagator a b P) (w : ℝ) :
    ∫ t in Ioi (0 : ℝ), autocovariance (stationary a b) P t * Real.cos (w * t) =
      (∫ t in Ioi (0 : ℝ), autocovariance (stationary a b) P t) / 2 ↔ |w| = a + b := by
  have hk : 0 < a + b := by positivity
  have hD : (a + b) ^ 2 + w ^ 2 ≠ 0 := by positivity
  have hw : |w| = a + b ↔ w ^ 2 = (a + b) ^ 2 := by
    rw [sq_eq_sq_iff_abs_eq_abs, abs_of_pos hk]
  rw [(cosine_transform ha hb hP w).2, integral_autocovariance ha hb hP, hw]
  have key : 4 * a * b / ((a + b) * ((a + b) ^ 2 + w ^ 2)) - 4 * a * b / (a + b) ^ 3 / 2 =
      2 * a * b * ((a + b) ^ 2 - w ^ 2) / ((a + b) ^ 3 * ((a + b) ^ 2 + w ^ 2)) := by
    field_simp
    ring
  constructor
  · intro h
    have h0 := key.symm.trans (sub_eq_zero.2 h)
    have h1 := (div_eq_zero_iff.1 h0).resolve_right (by positivity)
    have h2 := (mul_eq_zero.1 h1).resolve_left (by positivity)
    linarith
  · intro h
    apply sub_eq_zero.1
    rw [key, h, sub_self, mul_zero, zero_div]

end

end TelegraphProcess
```

Subtracting half the zero-frequency value gives

S(w) - S(0)/2 = 2ab((a+b)² - w²)/((a+b)³((a+b)² + w²)).

With both rates positive, this vanishes exactly when w² = (a+b)², that is, |w| = a+b. In Lean, `key` is this identity, and the two directions read off when the numerator is zero.

Positivity of b matters here. Take a = 1 and b = 0: state 1 is never left, the stationary signal is always -1, and its covariance is zero. Then S(w) = S(0)/2 = 0 at every w, including w = 0, where |w| = a+b fails.

```lean
#print axioms TelegraphProcess.stationary_iff
#print axioms TelegraphProcess.cosine_transform
#print axioms TelegraphProcess.half_width
```

```
'TelegraphProcess.stationary_iff' depends on axioms: [propext, Classical.choice, Quot.sound]
'TelegraphProcess.cosine_transform' depends on axioms: [propext, Classical.choice, Quot.sound]
'TelegraphProcess.half_width' depends on axioms: [propext, Classical.choice, Quot.sound]
```
